# Least-squares lines through the origin are spanned by the top eigenvectors of $\sum_k y_k y_k^{\mathsf T}$

Let $y_k$ be finitely many vectors in $\mathbb R^m$, $m\ge 1$, and $C=\sum_k y_k y_k^{\mathsf T}$. The unit vectors $u$ that minimize the total squared distance of the $y_k$ to the line spanned by $u$ are exactly the unit eigenvectors of $C$ for its largest eigenvalue.

In catalysis, $y_k$ may list the adsorption energies of $m$ intermediates on surface $k$. Linear scaling relations with a single descriptor generally include constant offsets. In the simpler model without offsets, each $y_k$ is replaced by a multiple of one fixed pattern $u$, and the question is which pattern gives the least total squared error. For a finite table of computed energies and a line through the origin, the answer is a leading eigenvector. Whether the remaining error is small enough for one descriptor to be useful depends on the data.

```lean
import Mathlib

open Matrix
open scoped InnerProductSpace

namespace PrincipalComponentDescriptors

noncomputable section
```

## Data, distance and largest eigenvalue

Energy vectors carry the Euclidean norm, so all components count equally and need a common unit.

```lean
/-- The Euclidean space of energy vectors with `m` components. -/
abbrev EnergySpace (m : ℕ) := EuclideanSpace ℝ (Fin m)
```

The index type `ι` labels the surfaces. The matrix `scatter y` is $C$. Unlike the usual covariance matrix, it has no mean subtracted and no division by the number of data.

```lean
variable {m : ℕ} {ι : Type*} [Fintype ι]

/-- The matrix `C = ∑ y_k y_kᵀ` of the energy vectors `y_k`. -/
def scatter (y : ι → EnergySpace m) : Matrix (Fin m) (Fin m) ℝ :=
  ∑ k, vecMulVec (y k).ofLp (y k).ofLp
```

The total squared distance $R(u)$ uses `Metric.infDist`, the infimum of the distances from $y_k$ to points of the line.

```lean
/-- The total squared distance of the energy vectors to the span of `u`. -/
def residual (y : ι → EnergySpace m) (u : EnergySpace m) : ℝ :=
  ∑ k, Metric.infDist (y k) (Submodule.span ℝ {u} : Set (EnergySpace m)) ^ 2
```

A best direction has unit length and minimizes $R$ among unit vectors.

```lean
/-- `u` is a unit vector whose line has the least total squared distance to the data
among the lines of all unit vectors. -/
def IsBestDirection (y : ι → EnergySpace m) (u : EnergySpace m) : Prop :=
  ‖u‖ = 1 ∧ ∀ v : EnergySpace m, ‖v‖ = 1 → residual y u ≤ residual y v
```

The largest eigenvalue, written $l$ where textbooks often use $\lambda$, is the greatest real number that has a nonzero eigenvector.

```lean
/-- `l` is the largest real eigenvalue of the matrix `C`. -/
def IsLargestEigenvalue (C : Matrix (Fin m) (Fin m) ℝ) (l : ℝ) : Prop :=
  IsGreatest {μ : ℝ | ∃ v : Fin m → ℝ, v ≠ 0 ∧ C *ᵥ v = μ • v} l
```

## (a) The inner product in components

Show that
$$\langle x,v\rangle=\sum_j x_j v_j .$$

**Solution.** The Euclidean inner product adds the inner products of the components, and for real numbers these are ordinary products.

```lean
/-- The inner product of two energy vectors is the sum of products of their components. -/
theorem inner_eq_sum (x v : EnergySpace m) : ⟪x, v⟫_ℝ = ∑ j, x j * v j := by
  simp [PiLp.inner_apply, mul_comm]
```

## (b) The action of $C$

Show that
$$Cv=\sum_k\langle y_k,v\rangle\,y_k .$$

**Solution.** Exchange the two sums and use (a):
$$(Cv)_i=\sum_j\sum_k (y_k)_i(y_k)_j v_j=\sum_k (y_k)_i\langle y_k,v\rangle .$$
In Lean, `.ofLp` turns a Euclidean vector into its plain list of components, on which matrices act.

```lean
/-- The matrix `C` sends `v` to the sum of the data vectors weighted by their overlaps
with `v`. -/
theorem scatter_mulVec (y : ι → EnergySpace m) (v : EnergySpace m) :
    scatter y *ᵥ v.ofLp = (∑ k, ⟪y k, v⟫_ℝ • y k).ofLp := by
  ext i
  simp only [scatter, Matrix.mulVec, dotProduct, Matrix.sum_apply, Matrix.vecMulVec_apply,
    WithLp.ofLp_sum, Finset.sum_apply, WithLp.ofLp_smul, Pi.smul_apply, smul_eq_mul,
    inner_eq_sum, Finset.sum_mul]
  rw [Finset.sum_comm]
  exact Finset.sum_congr rfl fun k _ => Finset.sum_congr rfl fun j _ => by ring
```

## (c) Distance to a line

For $\|u\|=1$, show that
$$\operatorname{dist}(x,\mathbb Ru)^2=\|x\|^2-\langle x,u\rangle^2 .$$

**Solution.** For every real $t$,
$$\|x-tu\|^2=\|x\|^2-2t\langle x,u\rangle+t^2=\|x\|^2-\langle x,u\rangle^2+(t-\langle x,u\rangle)^2 .$$
The minimum is at $t=\langle x,u\rangle$. The expansion is `key`; `hd` identifies the infimum with the distance to the projection by two inequalities.

```lean
/-- Pythagoras: the squared distance of `x` to the line of a unit vector `u` is the squared
length of `x` minus its squared component along `u`. -/
theorem infDist_line_sq (x u : EnergySpace m) (hu : ‖u‖ = 1) :
    Metric.infDist x (Submodule.span ℝ {u} : Set (EnergySpace m)) ^ 2
      = ‖x‖ ^ 2 - ⟪x, u⟫_ℝ ^ 2 := by
  have key : ∀ t : ℝ, ‖x - t • u‖ ^ 2 = ‖x‖ ^ 2 - 2 * (t * ⟪x, u⟫_ℝ) + t ^ 2 := by
    intro t
    rw [norm_sub_sq_real, real_inner_smul_right, norm_smul, hu, mul_one, Real.norm_eq_abs,
      sq_abs]
  have hmem : ∀ t : ℝ, t • u ∈ (Submodule.span ℝ {u} : Set (EnergySpace m)) :=
    fun t => Submodule.mem_span_singleton.2 ⟨t, rfl⟩
  -- the nearest point of the line is the orthogonal projection
  have hd : Metric.infDist x (Submodule.span ℝ {u} : Set (EnergySpace m))
      = ‖x - ⟪x, u⟫_ℝ • u‖ := by
    apply le_antisymm
    · rw [← dist_eq_norm]
      exact Metric.infDist_le_dist_of_mem (hmem _)
    · refine (Metric.le_infDist ⟨_, hmem 0⟩).2 fun z hz => ?_
      obtain ⟨t, rfl⟩ := Submodule.mem_span_singleton.1 hz
      rw [dist_eq_norm]
      refine (pow_le_pow_iff_left₀ (norm_nonneg _) (norm_nonneg _) two_ne_zero).1 ?_
      rw [key, key]
      nlinarith [sq_nonneg (t - ⟪x, u⟫_ℝ)]
  rw [hd, key]
  ring
```

## (d) Residual and captured weight

For $\|u\|=1$, show that
$$R(u)=\sum_k\|y_k\|^2-\sum_k\langle y_k,u\rangle^2 .$$

**Solution.** Sum (c) over the data. The first term is independent of $u$, so minimizing $R$ means maximizing the captured weight $\sum_k\langle y_k,u\rangle^2$.

```lean
/-- For a unit vector `u`, the residual is the total squared length of the data minus the
sum of their squared components along `u`. -/
theorem residual_eq (y : ι → EnergySpace m) (u : EnergySpace m) (hu : ‖u‖ = 1) :
    residual y u = ∑ k, ‖y k‖ ^ 2 - ∑ k, ⟪y k, u⟫_ℝ ^ 2 := by
  simp only [residual, infDist_line_sq _ u hu, Finset.sum_sub_distrib]
```

## (e) Captured weight of an eigenvector

Here and in (f), $l$ may be any eigenvalue of $C$, not only the largest. If $Cv=lv$, show that
$$\sum_k\langle y_k,v\rangle^2=l\,\|v\|^2 .$$

**Solution.** Take the inner product of (b) with $v$. The sum becomes $\langle Cv,v\rangle=l\|v\|^2$.

```lean
/-- For an eigenvector `v` of `C` with eigenvalue `l`, the squared overlaps of the data
with `v` sum to `l ‖v‖²`. -/
theorem captured_of_eigen (y : ι → EnergySpace m) (v : EnergySpace m) (l : ℝ)
    (h : scatter y *ᵥ v.ofLp = l • v.ofLp) : ∑ k, ⟪y k, v⟫_ℝ ^ 2 = l * ‖v‖ ^ 2 := by
  rw [scatter_mulVec] at h
  have h' : ∑ k, ⟪y k, v⟫_ℝ • y k = l • v := WithLp.ofLp_injective 2 h
  have h2 := congrArg (fun w => ⟪w, v⟫_ℝ) h'
  simp only [sum_inner, real_inner_smul_left, real_inner_self_eq_norm_sq] at h2
  rw [← h2]
  exact Finset.sum_congr rfl fun k _ => by ring
```

## (f) Residual of a unit eigenvector

If $Cu=lu$ and $\|u\|=1$, show that
$$R(u)=\operatorname{tr}C-l .$$

**Solution.** The trace is $\sum_k\sum_j (y_k)_j^2=\sum_k\|y_k\|^2$. Insert this and (e) into (d).

```lean
/-- The residual of a unit eigenvector of `C` is the trace of `C` minus its eigenvalue. -/
theorem residual_of_eigen (y : ι → EnergySpace m) (u : EnergySpace m) (l : ℝ)
    (hu : ‖u‖ = 1) (h : scatter y *ᵥ u.ofLp = l • u.ofLp) :
    residual y u = (scatter y).trace - l := by
  have ht : (scatter y).trace = ∑ k, ‖y k‖ ^ 2 := by
    simp only [scatter, Matrix.trace_sum, Matrix.trace_vecMulVec, dotProduct,
      ← real_inner_self_eq_norm_sq, inner_eq_sum]
  rw [residual_eq y u hu, captured_of_eigen y u l h, ht, hu]
  ring
```

## (g) A best direction is a top eigenvector

For a best direction $u$, show that
$$Cu=lu,\qquad l\ \text{the largest eigenvalue of } C .$$

**Solution.** Put $l=\sum_k\langle y_k,u\rangle^2\ge 0$. By (d) and scaling, every $v$ satisfies
$$\sum_k\langle y_k,v\rangle^2\le l\|v\|^2 ,$$
which is `bound`. Let $w=Cu-lu$, so that
$$\|w\|^2=\sum_k\langle y_k,u\rangle\langle y_k,w\rangle-l\langle u,w\rangle .$$
Inserting $v=u+tw$ with $t>0$ into the bound and expanding gives
$$2t\|w\|^2+t^2\sum_k\langle y_k,w\rangle^2\le t^2l\|w\|^2 .$$
Dropping the nonnegative sum leaves $t\|w\|^2(2-tl)\le 0$. For $t=1/(l+1)$ we have $tl<1$, hence $w=0$ (`hw0`).

If $Cv=\mu v$ with $v\ne0$, then (e) and the bound give $\mu\|v\|^2\le l\|v\|^2$, so $\mu\le l$.

```lean
/-- A best direction is an eigenvector of `C` for its largest eigenvalue. -/
theorem eigen_of_best (y : ι → EnergySpace m) (u : EnergySpace m)
    (h : IsBestDirection y u) :
    ∃ l, IsLargestEigenvalue (scatter y) l ∧ scatter y *ᵥ u.ofLp = l • u.ofLp := by
  obtain ⟨hu, hmin⟩ := h
  obtain ⟨l, hl⟩ : ∃ l, l = ∑ k, ⟪y k, u⟫_ℝ ^ 2 := ⟨_, rfl⟩
  have hl0 : 0 ≤ l := hl ▸ Finset.sum_nonneg fun k _ => sq_nonneg _
  -- optimality, extended from unit vectors to all vectors by scaling
  have bound : ∀ v : EnergySpace m, ∑ k, ⟪y k, v⟫_ℝ ^ 2 ≤ l * ‖v‖ ^ 2 := by
    intro v
    by_cases hv : v = 0
    · simp [hv]
    have hn : ‖v‖ ≠ 0 := norm_ne_zero_iff.2 hv
    have h1 : ‖(‖v‖⁻¹ • v)‖ = 1 := by
      rw [norm_smul, norm_inv, norm_norm, inv_mul_cancel₀ hn]
    have h2 := hmin _ h1
    rw [residual_eq y u hu, residual_eq y _ h1, ← hl] at h2
    simp only [real_inner_smul_right, mul_pow, ← Finset.mul_sum] at h2
    have h3 : ‖v‖⁻¹ ^ 2 * ∑ k, ⟪y k, v⟫_ℝ ^ 2 ≤ l := by linarith
    calc ∑ k, ⟪y k, v⟫_ℝ ^ 2
        = ‖v‖ ^ 2 * (‖v‖⁻¹ ^ 2 * ∑ k, ⟪y k, v⟫_ℝ ^ 2) := by
          rw [← mul_assoc, ← mul_pow, mul_inv_cancel₀ hn, one_pow, one_mul]
      _ ≤ ‖v‖ ^ 2 * l := mul_le_mul_of_nonneg_left h3 (sq_nonneg _)
      _ = l * ‖v‖ ^ 2 := mul_comm _ _
  -- vary `u` along the defect `w = C u - l u`
  have heig : scatter y *ᵥ u.ofLp = l • u.ofLp := by
    obtain ⟨w, hw⟩ : ∃ w, w = ∑ k, ⟪y k, u⟫_ℝ • y k - l • u := ⟨_, rfl⟩
    have hW : ‖w‖ ^ 2 = ∑ k, ⟪y k, u⟫_ℝ * ⟪y k, w⟫_ℝ - l * ⟪u, w⟫_ℝ := by
      have h1 := congrArg (fun z => ⟪z, w⟫_ℝ) hw
      simpa only [inner_sub_left, sum_inner, real_inner_smul_left,
        real_inner_self_eq_norm_sq] using h1
    have hw0 : w = 0 := by
      by_contra hne
      have hpos : 0 < ‖w‖ ^ 2 := pow_pos (norm_pos_iff.2 hne) 2
      obtain ⟨t, ht⟩ : ∃ t, t = 1 / (l + 1) := ⟨_, rfl⟩
      have htpos : 0 < t := by rw [ht]; positivity
      have htl : t * l < 1 := by
        have h1 : t * (l + 1) = 1 := by
          rw [ht]
          exact one_div_mul_cancel (by positivity)
        linarith
      have hb := bound (u + t • w)
      have hexp : ∑ k, ⟪y k, u + t • w⟫_ℝ ^ 2 = l
          + 2 * t * ∑ k, ⟪y k, u⟫_ℝ * ⟪y k, w⟫_ℝ + t ^ 2 * ∑ k, ⟪y k, w⟫_ℝ ^ 2 := by
        rw [hl, Finset.mul_sum, Finset.mul_sum, ← Finset.sum_add_distrib,
          ← Finset.sum_add_distrib]
        refine Finset.sum_congr rfl fun k _ => ?_
        rw [inner_add_right, real_inner_smul_right]
        ring
      rw [hexp, norm_add_sq_real, real_inner_smul_right, norm_smul, hu, mul_pow,
        Real.norm_eq_abs, sq_abs] at hb
      have hD : 0 ≤ t ^ 2 * ∑ k, ⟪y k, w⟫_ℝ ^ 2 :=
        mul_nonneg (sq_nonneg _) (Finset.sum_nonneg fun k _ => sq_nonneg _)
      have hgain : 0 < t * ‖w‖ ^ 2 * (2 - t * l) :=
        mul_pos (mul_pos htpos hpos) (by linarith)
      have hWt : 2 * t * ‖w‖ ^ 2
          = 2 * t * (∑ k, ⟪y k, u⟫_ℝ * ⟪y k, w⟫_ℝ - l * ⟪u, w⟫_ℝ) := by rw [hW]
      linarith
    rw [scatter_mulVec, sub_eq_zero.1 (hw.symm.trans hw0)]
    rfl
  refine ⟨l, ⟨⟨u.ofLp, ?_, heig⟩, ?_⟩, heig⟩
  · intro h0
    have h1 : u = 0 := WithLp.ofLp_injective 2 h0
    simp [h1] at hu
  · rintro μ ⟨v, hv, hμ⟩
    have h1 := captured_of_eigen y (WithLp.toLp 2 v) μ hμ
    have h2 := bound (WithLp.toLp 2 v)
    have h3 : 0 < ‖(WithLp.toLp 2 v : EnergySpace m)‖ :=
      norm_pos_iff.2 fun h0 => hv (congrArg WithLp.ofLp h0)
    rw [h1] at h2
    exact le_of_mul_le_mul_right h2 (pow_pos h3 2)
```

## (h) Existence

For $m\ge1$, show that some unit vector $u$ satisfies
$$R(u)\le R(v)\quad\text{for all unit } v .$$

**Solution.** The unit sphere is nonempty and compact, and the captured weight is continuous, so it attains a maximum there. By (d), the maximizer minimizes $R$. For $m=0$ there is no unit vector at all.

```lean
/-- For energy vectors with at least one component, a best direction exists. -/
theorem exists_best (hm : 0 < m) (y : ι → EnergySpace m) : ∃ u, IsBestDirection y u := by
  have hne : (Metric.sphere (0 : EnergySpace m) 1).Nonempty :=
    ⟨EuclideanSpace.single ⟨0, hm⟩ 1, by simp⟩
  have hc : Continuous fun v : EnergySpace m => ∑ k, ⟪y k, v⟫_ℝ ^ 2 := by fun_prop
  obtain ⟨u, hu, hmax⟩ := (isCompact_sphere (0 : EnergySpace m) 1).exists_isMaxOn hne
    hc.continuousOn
  have hu1 : ‖u‖ = 1 := mem_sphere_zero_iff_norm.1 hu
  refine ⟨u, hu1, fun v hv => ?_⟩
  have h := isMaxOn_iff.1 hmax v (mem_sphere_zero_iff_norm.2 hv)
  rw [residual_eq y u hu1, residual_eq y v hv]
  linarith
```

## (i) The equivalence

Show that
$$u\ \text{is a best direction}\iff \|u\|=1,\ Cu=lu,\ l\ \text{the largest eigenvalue of } C .$$

**Solution.** The forward direction is (g). Conversely, a unit vector $u$ forces $m\ge1$, so (h) supplies a best direction $u_0$. By (g), $u_0$ belongs to the same largest eigenvalue $l$. By (f), $R(u)=\operatorname{tr}C-l=R(u_0)$, so $u$ is a best direction too.

```lean
/-- The unit vectors minimizing the total squared distance of the data to their line are
exactly the unit eigenvectors of `C = ∑ y_k y_kᵀ` for its largest eigenvalue. -/
theorem best_iff_top_eigenvector (y : ι → EnergySpace m) (u : EnergySpace m) :
    IsBestDirection y u ↔ ‖u‖ = 1 ∧
      ∃ l, IsLargestEigenvalue (scatter y) l ∧ scatter y *ᵥ u.ofLp = l • u.ofLp := by
  refine ⟨fun h => ⟨h.1, eigen_of_best y u h⟩, ?_⟩
  rintro ⟨hu, l, hl, he⟩
  have hm : 0 < m := by
    rcases Nat.eq_zero_or_pos m with rfl | h
    · simp [Subsingleton.elim u 0] at hu
    · exact h
  -- compare with a minimizer, which has the same eigenvalue
  obtain ⟨u₀, h₀⟩ := exists_best hm y
  obtain ⟨l₀, hl₀, he₀⟩ := eigen_of_best y u₀ h₀
  have hll : l = l₀ := IsGreatest.unique hl hl₀
  refine ⟨hu, fun v hv => ?_⟩
  have h := h₀.2 v hv
  rw [residual_of_eigen y u₀ l₀ h₀.1 he₀] at h
  rw [residual_of_eigen y u l hu he, hll]
  exact h

end

end PrincipalComponentDescriptors
```

```lean
#print axioms PrincipalComponentDescriptors.best_iff_top_eigenvector
-- 'PrincipalComponentDescriptors.best_iff_top_eigenvector' depends on axioms: [propext, Classical.choice, Quot.sound]
```

## A unit eigenvector that is not optimal

Being a unit eigenvector of $C$ is not enough. For the data $(2,0)$ and $(0,1)$, $C=\operatorname{diag}(4,1)$. The eigenvector $(0,1)$, with eigenvalue $1$, has residual $4$, while $(1,0)$ has residual $1$.
